# A zigzag Dirac ribbon has an evanescent mode exactly when momentum times width exceeds a threshold

Take a ribbon 0 ≤ x ≤ L with longitudinal momentum k, measured from the Dirac point of one valley, at energy E = k in units with ħv = 1, where v is the Dirac velocity. The amplitudes a and b on the two sublattices obey

a' = k(a − b), b' = k(a − b).

So a − b is a constant c. With a(0) = 0 this gives a = kcx and b = c(kx − 1), and b(L) = 0 then allows a nonzero solution only for kL = 1. At this borderline the profile is linear, neither oscillating nor evanescent.

For general E the equations are

a' = ka − Eb, b' = Ea − kb.

The outermost atoms at a zigzag edge belong to one sublattice; the other sublattice's next row is missing, so its amplitude vanishes there.

In Lean 4 with Mathlib:

```lean
import Mathlib

open Real Set

namespace ZigzagDiracRibbon
```

`IsRibbonMode` collects the equations, the edge values and the demand that the spinor is not identically zero. Real amplitudes suffice, since the real and imaginary parts of a complex mode solve the same problem. The equations are imposed on the whole line, to which any solution on the ribbon extends.

```lean
/-- A mode of energy `E` in a zigzag ribbon of width `L` at longitudinal momentum `k`: real
sublattice amplitudes `a`, `b`, not identically zero, obey `E b = k a - a'` and `E a = k b + b'`,
with `a` vanishing at the edge `0` and `b` at the edge `L`. -/
def IsRibbonMode (k L E : ℝ) (a b : ℝ → ℝ) : Prop :=
  (∀ x, HasDerivAt a (k * a x - E * b x) x) ∧ (∀ x, HasDerivAt b (E * a x - k * b x) x) ∧
    a 0 = 0 ∧ b L = 0 ∧ ∃ x, a x ≠ 0 ∨ b x ≠ 0
```

`EdgeCondition` names a relation for the inverse decay length κ; part (c) derives it from the boundary problem.

```lean
/-- The edge-state condition `κ = k tanh(κ L)` on the inverse decay length `κ`. -/
def EdgeCondition (k L κ : ℝ) : Prop := κ = k * tanh (κ * L)
```

## (a) The edge condition without a quotient

Show that κ = k tanh(κL) is equivalent to

κ cosh(κL) = k sinh(κL).

Multiply or divide by cosh(κL), which is positive.

```lean
/-- The edge-state condition in the form `κ cosh(κ L) = k sinh(κ L)`. -/
theorem edgeCondition_iff (k L κ : ℝ) :
    EdgeCondition k L κ ↔ κ * cosh (κ * L) = k * sinh (κ * L) := by
  unfold EdgeCondition
  rw [tanh_eq_sinh_div_cosh, ← mul_div_assoc, eq_div_iff (cosh_pos _).ne']
```

## (b) Propagation from the edge

Let κ ≠ 0 and κ² = k² − E². Show that

κ a(x) = κ cosh(κx) a(0) + sinh(κx) (k a(0) − E b(0)),
κ b(x) = κ cosh(κx) b(0) + sinh(κx) (E a(0) − k b(0)).

Differentiating the equations once more gives a'' = κ²a and b'' = κ²b. Hence

P = κ cosh(κx) a − sinh(κx) a', Q = κ cosh(κx) b − sinh(κx) b'

have zero derivative, and P = κ a(0), Q = κ b(0). With C = cosh(κx) and S = sinh(κx) this reads

(κC − kS) a + ES b = κ a(0),
−ES a + (κC + kS) b = κ b(0).

The determinant is κ²C² − (k² − E²)S² = κ². Solving and dividing by κ gives the claim. In the code, `dp` and `dq` are the two conservation laws, and the last two `linear_combination` steps solve the system.

```lean
/-- For `κ² = k² - E²` with `κ ≠ 0`, the Dirac equations carry the amplitudes from the edge `0`
to the point `x` by hyperbolic functions of `κ x`. -/
theorem ribbon_propagation {k E κ : ℝ} {a b : ℝ → ℝ} (hκ : κ ≠ 0) (hE : κ ^ 2 = k ^ 2 - E ^ 2)
    (ha : ∀ x, HasDerivAt a (k * a x - E * b x) x)
    (hb : ∀ x, HasDerivAt b (E * a x - k * b x) x) (x : ℝ) :
    κ * a x = κ * cosh (κ * x) * a 0 + sinh (κ * x) * (k * a 0 - E * b 0) ∧
    κ * b x = κ * cosh (κ * x) * b 0 + sinh (κ * x) * (E * a 0 - k * b 0) := by
  have hl : ∀ y : ℝ, HasDerivAt (fun y => κ * y) κ y := fun y => by
    simpa using (hasDerivAt_id' y).const_mul κ
  have hc := fun y => (hl y).cosh
  have hs := fun y => (hl y).sinh
  -- two combinations of the amplitudes that do not depend on position
  have dp : ∀ y, HasDerivAt (fun y => κ * cosh (κ * y) * a y
      - sinh (κ * y) * (k * a y - E * b y)) 0 y := fun y => by
    refine HasDerivAt.congr_deriv ((((hc y).const_mul κ).fun_mul (ha y)).fun_sub
      ((hs y).fun_mul (((ha y).const_mul k).fun_sub ((hb y).const_mul E)))) ?_
    linear_combination sinh (κ * y) * a y * hE
  have dq : ∀ y, HasDerivAt (fun y => κ * cosh (κ * y) * b y
      - sinh (κ * y) * (E * a y - k * b y)) 0 y := fun y => by
    refine HasDerivAt.congr_deriv ((((hc y).const_mul κ).fun_mul (hb y)).fun_sub
      ((hs y).fun_mul (((ha y).const_mul E).fun_sub ((hb y).const_mul k)))) ?_
    linear_combination sinh (κ * y) * b y * hE
  have hp := is_const_of_deriv_eq_zero (fun y => (dp y).differentiableAt)
    (fun y => (dp y).deriv) x 0
  have hq := is_const_of_deriv_eq_zero (fun y => (dq y).differentiableAt)
    (fun y => (dq y).deriv) x 0
  simp only [mul_zero, cosh_zero, sinh_zero, mul_one, zero_mul, sub_zero] at hp hq
  have hcs := cosh_sq (κ * x)
  -- solve the two conservation laws for the amplitudes at `x`
  constructor <;> apply mul_left_cancel₀ hκ
  · linear_combination (κ * cosh (κ * x) + k * sinh (κ * x)) * hp - sinh (κ * x) * E * hq
      - κ ^ 2 * a x * hcs - sinh (κ * x) ^ 2 * a x * hE
  · linear_combination (κ * cosh (κ * x) - k * sinh (κ * x)) * hq + sinh (κ * x) * E * hp
      - κ ^ 2 * b x * hcs - sinh (κ * x) ^ 2 * b x * hE
```

## (c) From boundary values to the edge condition

Let κ > 0 and κ² = k² − E². Show that a mode of energy E exists if and only if κ = k tanh(κL).

Given a mode, a(0) = 0. If b(0) were zero too, (b) would make the spinor vanish everywhere. At x = L, (b) gives

0 = b(0) (κ cosh(κL) − k sinh(κL)),

and (a) finishes this direction. Conversely, the functions

a = −E sinh(κx), b = κ cosh(κx) − k sinh(κx)

solve the equations, with a(0) = 0, b(0) = κ ≠ 0 and, by (a), b(L) = 0.

```lean
/-- For `κ > 0` and `E² = k² - κ²`, the ribbon has a mode of energy `E` exactly when `κ`
satisfies the edge-state condition. -/
theorem exists_mode_iff_edgeCondition {k L E κ : ℝ} (hκ : 0 < κ) (hE : κ ^ 2 = k ^ 2 - E ^ 2) :
    (∃ a b, IsRibbonMode k L E a b) ↔ EdgeCondition k L κ := by
  rw [edgeCondition_iff]
  constructor
  · rintro ⟨a, b, ha, hb, ha0, hbL, x, hx⟩
    have hb0 : b 0 ≠ 0 := by
      intro h0
      obtain ⟨h1, h2⟩ := ribbon_propagation hκ.ne' hE ha hb x
      rw [ha0, h0] at h1 h2
      have h3 : a x = 0 := mul_left_cancel₀ hκ.ne' (by linarith)
      have h4 : b x = 0 := mul_left_cancel₀ hκ.ne' (by linarith)
      exact hx.elim (fun h => h h3) (fun h => h h4)
    have h := (ribbon_propagation hκ.ne' hE ha hb L).2
    rw [ha0, hbL] at h
    apply mul_left_cancel₀ hb0
    linear_combination -h
  · intro h
    have hl : ∀ y : ℝ, HasDerivAt (fun y => κ * y) κ y := fun y => by
      simpa using (hasDerivAt_id' y).const_mul κ
    refine ⟨fun y => -E * sinh (κ * y), fun y => κ * cosh (κ * y) - k * sinh (κ * y),
      fun y => ?_, fun y => ?_, by simp, ?_, 0, Or.inr (by simpa using hκ.ne')⟩
    · refine HasDerivAt.congr_deriv ((hl y).sinh.const_mul (-E)) ?_
      ring
    · refine HasDerivAt.congr_deriv
        (((hl y).cosh.const_mul κ).fun_sub ((hl y).sinh.const_mul k)) ?_
      linear_combination sinh (κ * y) * hE
    · rw [mul_comm κ L] at h
      simp only [mul_comm κ L]
      linarith
```

## (d) Monotonicity for uniqueness

Show that x coth x is strictly increasing for x > 0. Its derivative is

(cosh x sinh x − x)/sinh² x,

which is positive because sinh x > x and cosh x ≥ 1.

```lean
/-- The function `x coth x` is strictly increasing for `x > 0`. -/
theorem strictMonoOn_mul_coth : StrictMonoOn (fun x : ℝ => x * cosh x / sinh x) (Ioi 0) := by
  have hd : ∀ x : ℝ, 0 < x → HasDerivAt (fun x : ℝ => x * cosh x / sinh x)
      ((cosh x * sinh x - x) / sinh x ^ 2) x := fun x hx => by
    refine HasDerivAt.congr_deriv (((hasDerivAt_id' x).fun_mul (hasDerivAt_cosh x)).fun_div
      (hasDerivAt_sinh x) (sinh_pos_iff.mpr hx).ne') ?_
    congr 1
    linear_combination -x * cosh_sq x
  apply strictMonoOn_of_deriv_pos (convex_Ioi 0)
  · exact fun x hx => (hd x hx).continuousAt.continuousWithinAt
  · intro x hx
    rw [interior_Ioi] at hx
    have hx' : 0 < x := hx
    rw [(hd x hx').deriv]
    have h1 := self_lt_sinh_iff.mpr hx'
    have h2 := one_le_cosh x
    have h3 := sinh_pos_iff.mpr hx'
    exact div_pos (by nlinarith) (by positivity)
```

## (e) An inequality for the threshold

Show that for x > 0

sinh x < x cosh x.

The difference x cosh x − sinh x vanishes at 0 and has derivative x sinh x > 0.

```lean
/-- For `x > 0`, `sinh x` is smaller than `x cosh x`. -/
theorem sinh_lt_mul_cosh {x : ℝ} (hx : 0 < x) : sinh x < x * cosh x := by
  have hd : ∀ y : ℝ, HasDerivAt (fun y : ℝ => y * cosh y - sinh y) (y * sinh y) y := fun y => by
    refine HasDerivAt.congr_deriv (((hasDerivAt_id' y).fun_mul (hasDerivAt_cosh y)).fun_sub
      (hasDerivAt_sinh y)) ?_
    ring
  have hm : StrictMonoOn (fun y : ℝ => y * cosh y - sinh y) (Ici 0) := by
    apply strictMonoOn_of_deriv_pos (convex_Ici 0)
    · exact fun y _ => (hd y).continuousAt.continuousWithinAt
    · intro y hy
      rw [interior_Ici] at hy
      rw [(hd y).deriv]
      exact mul_pos hy (sinh_pos_iff.mpr hy)
  have h := hm (mem_Ici.mpr le_rfl) (mem_Ici.mpr hx.le) hx
  simp only [zero_mul, sinh_zero, sub_zero] at h
  linarith
```

## (f) Existence, uniqueness and energy

Let L > 0. Show that the edge condition has a solution κ > 0 if and only if kL > 1, that it is then unique, and that

k² − κ² = κ²/sinh²(κL).

Put x = κL. The condition becomes x cosh x = kL sinh x.

Necessity: by (e), sinh x < kL sinh x, so kL > 1.

Existence: let f(x) = kL sinh x − x cosh x and choose x₀ > 0 with cosh x₀ = kL. Then x₀ < sinh x₀ < kL, and

f(x₀) = kL (sinh x₀ − x₀) > 0,
f(kL) = kL (sinh(kL) − cosh(kL)) < 0.

The intermediate value theorem (`intermediate_value_Icc'`) gives a zero x between them, and κ = x/L.

Uniqueness: every solution has x coth x = kL (`key`), so (d) applies.

Energy: squaring (a) gives k² sinh²(κL) = κ² cosh²(κL) = κ² + κ² sinh²(κL).

Without κ > 0 the criterion fails: for L = 1, k = 1/2, the value κ = 0 solves the condition although kL < 1.

In a numerical calculation with kL > 1, [arcosh(kL), kL] is a bracket for finding x = κL by bisection, and it excludes this trivial root. For wide ribbons, |E| = κ/sinh(κL) avoids the cancellation in √(k² − κ²).

```lean
/-- In a ribbon of width `L > 0` the edge-state condition has a solution `κ > 0` if and only if
`k L > 1`; the solution is unique and `k² - κ² = κ² / sinh²(κ L)`. -/
theorem edge_state_criterion {k L : ℝ} (hL : 0 < L) :
    ((∃ κ, 0 < κ ∧ EdgeCondition k L κ) ↔ 1 < k * L) ∧
    ∀ κ, 0 < κ → EdgeCondition k L κ →
      (∀ κ', 0 < κ' → EdgeCondition k L κ' → κ' = κ) ∧
      k ^ 2 - κ ^ 2 = κ ^ 2 / sinh (κ * L) ^ 2 := by
  simp only [edgeCondition_iff]
  refine ⟨⟨?_, fun hc => ?_⟩, fun κ hκ h => ⟨fun κ' hκ' h' => ?_, ?_⟩⟩
  · rintro ⟨κ, hκ, h⟩
    have h1 := sinh_lt_mul_cosh (mul_pos hκ hL)
    have h2 := sinh_pos_iff.mpr (mul_pos hκ hL)
    have h3 : κ * L * cosh (κ * L) = k * L * sinh (κ * L) := by linear_combination L * h
    by_contra hn
    nlinarith [not_lt.mp hn]
  · -- start from the point `x₀` where `cosh x₀ = k L`
    obtain ⟨x₀, hx₀, hcosh⟩ : ∃ x₀ : ℝ, 0 < x₀ ∧ cosh x₀ = k * L := by
      have hpos : 0 < (k * L) ^ 2 - 1 := by nlinarith
      refine ⟨arsinh √((k * L) ^ 2 - 1), ?_, ?_⟩
      · rw [← sinh_pos_iff, sinh_arsinh]
        exact sqrt_pos.mpr hpos
      · apply (sq_eq_sq₀ (cosh_pos _).le (by linarith)).mp
        rw [cosh_sq, sinh_arsinh, sq_sqrt hpos.le]
        ring
    have h1 := self_lt_sinh_iff.mpr hx₀
    have h2 := sinh_lt_cosh x₀
    have h3 := sinh_lt_cosh (k * L)
    have hcont : Continuous (fun x : ℝ => k * L * sinh x - x * cosh x) :=
      (continuous_const.mul continuous_sinh).sub (continuous_id.mul continuous_cosh)
    obtain ⟨x, hx, hx0⟩ := intermediate_value_Icc' (by linarith : x₀ ≤ k * L)
      hcont.continuousOn (show (0 : ℝ) ∈ Icc _ _ from
        ⟨by nlinarith, by rw [hcosh]; nlinarith⟩)
    have hx0' : k * L * sinh x - x * cosh x = 0 := hx0
    refine ⟨x / L, div_pos (hx₀.trans_le hx.1) hL, ?_⟩
    rw [div_mul_cancel₀ x hL.ne', div_mul_eq_mul_div, div_eq_iff hL.ne']
    linear_combination -hx0'
  · -- both solutions give `x coth x` the value `k L`
    have key : ∀ q, 0 < q → q * cosh (q * L) = k * sinh (q * L) →
        q * L * cosh (q * L) / sinh (q * L) = k * L := fun q hq e => by
      rw [div_eq_iff (sinh_pos_iff.mpr (mul_pos hq hL)).ne']
      linear_combination L * e
    exact mul_right_cancel₀ hL.ne' (strictMonoOn_mul_coth.injOn (mul_pos hκ' hL)
      (mul_pos hκ hL) ((key κ' hκ' h').trans (key κ hκ h).symm))
  · have hs := sinh_pos_iff.mpr (mul_pos hκ hL)
    rw [eq_div_iff (pow_pos hs 2).ne']
    linear_combination -(κ * cosh (κ * L) + k * sinh (κ * L)) * h + κ ^ 2 * cosh_sq (κ * L)
```

## (g) Modes inside the gap

Let L > 0. Show that a mode with

E² < k²

exists if and only if kL > 1.

Given the mode, set κ = √(k² − E²) and use (c), then (f). Conversely, take κ from (f) and E = κ/sinh(κL); then E² = k² − κ² < k², and (c) supplies the mode.

For zigzag graphene ribbons, in the non-interacting single-valley continuum model, this locates the momentum at which the edge bands enter the region |E| < |k|. At fixed k ≠ 0 this region is the gap of the infinite sheet, which has no states there. In the other valley the sign of k is reversed, and the condition becomes kL < −1. Lattice corrections and intervalley coupling are absent.

```lean
/-- A zigzag ribbon of width `L > 0` has a mode with `E² < k²` if and only if `k L > 1`. -/
theorem exists_subgap_mode_iff {k L : ℝ} (hL : 0 < L) :
    (∃ E a b, E ^ 2 < k ^ 2 ∧ IsRibbonMode k L E a b) ↔ 1 < k * L := by
  rw [← (edge_state_criterion hL).1]
  constructor
  · rintro ⟨E, a, b, hE, hm⟩
    have hpos : 0 < k ^ 2 - E ^ 2 := by linarith
    exact ⟨√(k ^ 2 - E ^ 2), sqrt_pos.mpr hpos,
      (exists_mode_iff_edgeCondition (sqrt_pos.mpr hpos) (sq_sqrt hpos.le)).mp ⟨a, b, hm⟩⟩
  · rintro ⟨κ, hκ, h⟩
    have he := (((edge_state_criterion hL).2 κ hκ h).2)
    rw [← div_pow] at he
    obtain ⟨a, b, hm⟩ := (exists_mode_iff_edgeCondition (E := κ / sinh (κ * L)) hκ
      (by linarith)).mpr h
    exact ⟨κ / sinh (κ * L), a, b, by nlinarith [pow_pos hκ 2], hm⟩

end ZigzagDiracRibbon
```

```lean
#print axioms ZigzagDiracRibbon.exists_subgap_mode_iff
```

```
'ZigzagDiracRibbon.exists_subgap_mode_iff' depends on axioms: [propext, Classical.choice, Quot.sound]
```
